# Among pure stretches, the undeformed incompressible neo-Hookean cube under equal dead load $T$ is a strict local energy minimum exactly when $T<2\mu$

**Q:** Take a cube of rubber and pull on all six faces with the same force. The rubber can't change its volume, and the loading favours no direction. Why should the cube ever stop being a cube?

**A:** Because the forces are dead loads: each keeps its size and direction while the face it acts on changes area. A uniform tension per *current* area would do no work on an incompressible body, but a dead load does work whenever the edges get longer in total. Let $x,y,z>0$ be the stretches of the three edges, with $xyz=1$. For unit initial edges, shear modulus $\mu>0$ and force $T$ per initial face area, the potential energy is

$$E=\tfrac{\mu}{2}(x^2+y^2+z^2)-T(x+y+z).$$

The first term is the neo-Hookean elastic energy up to a constant, and the second is the potential of the loads. Positive $\mu$ means that the material resists shear.

**Q:** To first order the strains sum to zero, so the loads do no work.

**A:** To second order they do. Write $s=x+y+z-3$ for the total elongation, $p=(x-1)(y-1)(z-1)$ for the product of the strains, and $Q=(x-1)^2+(y-1)^2+(z-1)^2$. Let $m$ be the sum of the pairwise products of the strains. Expanding $xyz=1$ gives $s+m+p=0$, so

$$Q=s^2-2m=s^2+2s+2p.$$

Since $x^2+y^2+z^2-3=Q+2s$, the energy relative to the cube, $E_0=E(1,1,1)$, is exactly

$$E-E_0=\tfrac{\mu}{2}(Q+2s)-Ts=(2\mu-T)s+\tfrac{\mu}{2}s^2+\mu p.$$

Near the cube $s\approx Q/2$ is quadratic in the strains and $p$ is cubic, so the sign of $2\mu-T$ should decide.

**Q:** "Should" is not enough. How do you control $p$?

**A:** Let every strain be smaller than $\varepsilon\le\frac12$ in size, and not all zero. From $|ab|\le(a^2+b^2)/2$ we get $|p|\le\varepsilon Q/2\le Q/4$. The formula for $Q$ then gives $Q/2\le s(s+2)$. Each stretch exceeds $\frac12$, so $s+2>0$, and since $Q>0$, also $s>0$. Each stretch is below $\frac32$, so $s\le2$ and $Q\le8s$. Hence $|p|\le4\varepsilon s$, and

$$E-E_0\ge(2\mu-T-4\mu\varepsilon)s+\tfrac{\mu}{2}s^2.$$

If $T<2\mu$, the choice $\varepsilon=\min\left(\frac12,\frac{2\mu-T}{8\mu}\right)$ makes the right side positive.

**Q:** And at $T=2\mu$, where the quadratic part vanishes?

**A:** The cubic term decides, and it has no fixed sign. Take two equal stretches, $(t,t,1/t^2)$. Then $s=(t-1)^2(2t+1)/t^2$ and $p=-(t-1)^2(t^2-1)/t^2$, so

$$E-E_0=\frac{(t-1)^2}{t^2}\left[(2\mu-T)(2t+1)+\mu\frac{(t-1)^2(2t+1)^2}{2t^2}-\mu(t^2-1)\right].$$

Let $T\ge2\mu$ and $1<t\le\frac43$, which is a plate. The first term in the bracket is at most zero. Because $2t+1\le3t$, the second is at most $\frac92\mu(t-1)^2$. This is less than $\mu(t-1)(t+1)$, since $9(t-1)<2(t+1)$ in this range. The bracket is negative, and letting $t$ approach 1 puts such plates as close to the cube as we like.

**Q:** Show me numbers.

**A:** Take $\mu=1$, $T=2$ and $t=\frac54$, so the third stretch is $0.64$. Then $s=0.14$ and $p=0.0625\times(-0.36)=-0.0225$, which gives $E-E_0=0.0098-0.0225=-0.0127$. The plate wins. At $T=1.9$ the same plate gains $0.1\times0.14=0.014$ and ends at $+0.0013$, just above the cube.

**Q:** Now the formal version. What does it take the cube to be?

**A:** Three real numbers and an energy function.

In Lean 4 with Mathlib:

```lean
import Mathlib

namespace IncompressibleCube

noncomputable section

/-- Elastic energy (up to a constant) plus load potential of a neo-Hookean cube with unit initial
edges, shear modulus `μ` and principal stretches `x, y, z`, loaded by the same dead load `T` on all
three pairs of faces. -/
def energy (μ T x y z : ℝ) : ℝ :=
  μ / 2 * (x ^ 2 + y ^ 2 + z ^ 2) - T * (x + y + z)
```

The name `energy` covers elastic energy and load potential together. The arguments `x y z` are the principal stretches, which textbooks usually write $\lambda_1,\lambda_2,\lambda_3$.

```lean
/-- Stretches open to an incompressible cube: all positive, with product one. -/
def Admissible (x y z : ℝ) : Prop :=
  0 < x ∧ 0 < y ∧ 0 < z ∧ x * y * z = 1
```

`Admissible` carries both constraints: positive lengths and fixed volume.

**Q:** "Local minimum" can hide a lot. Local in what sense?

**A:** In the space of these three stretches.

```lean
/-- The undeformed cube is a strict local minimum: every other admissible state close enough
to it has strictly larger energy. -/
def UndeformedIsStrictLocalMin (μ T : ℝ) : Prop :=
  ∃ ε > 0, ∀ x y z : ℝ, Admissible x y z → |x - 1| < ε → |y - 1| < ε → |z - 1| < ε →
    ¬(x = 1 ∧ y = 1 ∧ z = 1) → energy μ T 1 1 1 < energy μ T x y z
```

There must be a positive `ε` such that every admissible state other than the cube, with each stretch within `ε` of 1, has strictly larger energy. The competitors need not have two equal stretches. The main theorem assumes `0 < μ` and states `UndeformedIsStrictLocalMin μ T ↔ T < 2 * μ` for any real `T`, so negative values, meaning compression, are included.

**Q:** There is my objection. A real cube under compressive dead loads can simply turn around.

**A:** Yes. The model reduces all deformations of the body to three uniform stretches along fixed axes, and it idealises rubber as exactly incompressible and neo-Hookean. Rotations, shears and non-uniform deformations are absent. For $T<0$ a rigid rotation of the undeformed cube lowers the load potential, so the inequality must not be read as stability of a free body in compression. The material is also isotropic, so a crystal with its own anisotropic energy needs a different calculation. For simulations of soft solids, the result supplies the load at which a neo-Hookean cube confined to uniform stretches along fixed axes stops being a local minimum as $T$ increases. It need not be the lowest state up to that load: at $T=1.95\mu$ the plate with $t=\frac54$ already has lower energy than the cube.

**Q:** Granted. Does the formal proof follow your derivation?

**A:** Closely. It starts with the exact energy identity.

```lean
/-- For stretches with product one, the energy relative to the undeformed cube is an exact
expression in the total elongation `x + y + z - 3` and the product of the three strains. -/
theorem energy_sub_undeformed (μ T : ℝ) {x y z : ℝ} (h : x * y * z = 1) :
    energy μ T x y z - energy μ T 1 1 1 =
      (2 * μ - T) * (x + y + z - 3) + μ / 2 * (x + y + z - 3) ^ 2
        + μ * ((x - 1) * (y - 1) * (z - 1)) := by
  unfold energy
  linear_combination (-μ) * h
```

After unfolding the energy, the two sides differ by $-\mu(xyz-1)$. The `linear_combination` step uses the constraint with exactly that factor.

**Q:** Then comes the control of the cubic term?

**A:** Yes, with the same $Q$, $s$ and $p$.

```lean
/-- If the stretches have product one, are not all one, and differ from one by less than
`ε ≤ 1/2`, then the total elongation is positive and the product of the strains is at most
`4 ε` times the total elongation in absolute value. -/
theorem strain_product_bound {ε x y z : ℝ} (hε : 0 < ε) (hε2 : ε ≤ 1 / 2)
    (h : x * y * z = 1) (hx : |x - 1| < ε) (hy : |y - 1| < ε) (hz : |z - 1| < ε)
    (hne : ¬(x = 1 ∧ y = 1 ∧ z = 1)) :
    0 < x + y + z - 3 ∧
      |(x - 1) * (y - 1) * (z - 1)| ≤ 4 * ε * (x + y + z - 3) := by
  -- the sum of squared strains, rewritten with the constraint
  obtain ⟨Q, hQ⟩ : ∃ Q, Q = (x - 1) ^ 2 + (y - 1) ^ 2 + (z - 1) ^ 2 := ⟨_, rfl⟩
  obtain ⟨s, hs⟩ : ∃ s, s = x + y + z - 3 := ⟨_, rfl⟩
  obtain ⟨p, hp⟩ : ∃ p, p = (x - 1) * (y - 1) * (z - 1) := ⟨_, rfl⟩
  have hid : Q = s ^ 2 + 2 * s + 2 * p := by
    rw [hQ, hs, hp]
    linear_combination (-2) * h
  have hQpos : 0 < Q := by
    by_contra hcon
    have hle : Q ≤ 0 := not_lt.1 hcon
    have key : ∀ w : ℝ, (w - 1) ^ 2 ≤ 0 → w = 1 := by
      intro w hw
      have h0 : (w - 1) ^ 2 = 0 := le_antisymm hw (sq_nonneg _)
      have h1 : w - 1 = 0 := (pow_eq_zero_iff two_ne_zero).1 h0
      linarith
    have h1 := sq_nonneg (x - 1)
    have h2 := sq_nonneg (y - 1)
    have h3 := sq_nonneg (z - 1)
    exact hne ⟨key x (by linarith), key y (by linarith), key z (by linarith)⟩
  -- the cubic term is small against the quadratic one
  have hpQ : |p| ≤ ε * Q / 2 := by
    have hab : |x - 1| * |y - 1| ≤ ((x - 1) ^ 2 + (y - 1) ^ 2) / 2 := by
      nlinarith [sq_nonneg (|x - 1| - |y - 1|), sq_abs (x - 1), sq_abs (y - 1)]
    rw [hp, abs_mul, abs_mul]
    calc |x - 1| * |y - 1| * |z - 1|
        ≤ ((x - 1) ^ 2 + (y - 1) ^ 2) / 2 * ε :=
          mul_le_mul hab hz.le (abs_nonneg _) (by positivity)
      _ ≤ ε * Q / 2 := by
          rw [hQ]
          nlinarith [mul_nonneg hε.le (sq_nonneg (z - 1))]
  have hεQ : ε * Q ≤ 1 / 2 * Q := mul_le_mul_of_nonneg_right hε2 hQpos.le
  have hhalf : Q / 2 ≤ s * (s + 2) := by
    have := le_abs_self p
    nlinarith
  have hx' := abs_lt.1 hx
  have hy' := abs_lt.1 hy
  have hz' := abs_lt.1 hz
  have hs1 : 0 < s + 2 := by linarith [hx'.1, hy'.1, hz'.1]
  have hs2 : s ≤ 2 := by linarith [hx'.2, hy'.2, hz'.2]
  have hspos : 0 < s := by
    by_contra hcon
    have hle : 0 ≤ -s := by linarith [not_lt.1 hcon]
    nlinarith [mul_nonneg hle hs1.le]
  have hQ8 : Q ≤ 8 * s := by
    nlinarith [mul_nonneg hspos.le (sub_nonneg.2 hs2)]
  rw [← hs, ← hp]
  refine ⟨hspos, ?_⟩
  nlinarith [mul_le_mul_of_nonneg_left hQ8 hε.le]
```

Here `hid` is the formula for $Q$, and `hQpos` shows that $Q$ is positive because some strain is nonzero. The `calc` block in `hpQ` bounds $|p|$ by $\varepsilon Q/2$. Next, `hhalf` gives $Q/2\le s(s+2)$, `hspos` rules out $s\le0$, and `hQ8` gives $Q\le8s$. The last `nlinarith` combines these into $|p|\le4\varepsilon s$.

**Q:** And the plates?

**A:** First comes the factorised energy difference, where `field_simp` clears the denominators and `ring` compares the polynomials.

```lean
/-- Exact energy difference between the state with stretches `(t, t, 1/t²)`, `t > 0`,
and the undeformed cube. -/
theorem energy_equibiaxial (μ T : ℝ) {t : ℝ} (ht : 0 < t) :
    energy μ T t t (1 / t ^ 2) - energy μ T 1 1 1 =
      (t - 1) ^ 2 / t ^ 2 * ((2 * μ - T) * (2 * t + 1)
        + μ * ((t - 1) ^ 2 * (2 * t + 1) ^ 2 / (2 * t ^ 2)) - μ * (t ^ 2 - 1)) := by
  have h0 : t ≠ 0 := ht.ne'
  unfold energy
  field_simp
  ring
```

Then the sign of the bracket is settled for $T\ge2\mu$.

```lean
/-- For `μ > 0` and `T ≥ 2μ`, every plate `(t, t, 1/t²)` with `1 < t ≤ 4/3` has lower energy
than the undeformed cube. -/
theorem plate_energy_lt {μ T t : ℝ} (hμ : 0 < μ) (hT : 2 * μ ≤ T)
    (h1 : 1 < t) (h2 : t ≤ 4 / 3) :
    energy μ T t t (1 / t ^ 2) < energy μ T 1 1 1 := by
  have ht : 0 < t := by linarith
  have hd : 0 < t - 1 := by linarith
  have hfrac : (t - 1) ^ 2 * (2 * t + 1) ^ 2 / (2 * t ^ 2) < t ^ 2 - 1 := by
    rw [div_lt_iff₀ (by positivity)]
    have hsq : (2 * t + 1) ^ 2 ≤ 9 * t ^ 2 := by nlinarith
    calc (t - 1) ^ 2 * (2 * t + 1) ^ 2
        ≤ (t - 1) ^ 2 * (9 * t ^ 2) := mul_le_mul_of_nonneg_left hsq (sq_nonneg _)
      _ = (t - 1) * t ^ 2 * (9 * (t - 1)) := by ring
      _ < (t - 1) * t ^ 2 * (2 * (t + 1)) :=
          mul_lt_mul_of_pos_left (by linarith) (by positivity)
      _ = (t ^ 2 - 1) * (2 * t ^ 2) := by ring
  have hb := mul_lt_mul_of_pos_left hfrac hμ
  have hl : 0 ≤ (T - 2 * μ) * (2 * t + 1) := mul_nonneg (by linarith) (by linarith)
  have hpre : 0 < (t - 1) ^ 2 / t ^ 2 := by positivity
  have hneg := mul_neg_of_pos_of_neg hpre
    (show (2 * μ - T) * (2 * t + 1) + μ * ((t - 1) ^ 2 * (2 * t + 1) ^ 2 / (2 * t ^ 2))
      - μ * (t ^ 2 - 1) < 0 by linarith)
  linarith [energy_equibiaxial μ T ht]
```

The inequality `hfrac` compares the second and third terms of the bracket, using $2t+1\le3t$ in squared form. The load term enters through `hl`, and the positive prefactor `hpre` carries the sign over to the energy.

**Q:** You still need plates inside every box, including the thin direction.

**A:** Set $t=1+d$ with $0<d\le\frac13$ and $d\le\varepsilon/4$. The third stretch satisfies $1-2d\le1/(1+d)^2\le1$, so it also stays within $\varepsilon$ of 1.

```lean
/-- For `μ > 0` and `T ≥ 2μ`, there are admissible states of lower energy arbitrarily close to
the undeformed cube. -/
theorem lower_energy_nearby {μ T : ℝ} (hμ : 0 < μ) (hT : 2 * μ ≤ T) {ε : ℝ} (hε : 0 < ε) :
    ∃ x y z : ℝ, Admissible x y z ∧ |x - 1| < ε ∧ |y - 1| < ε ∧ |z - 1| < ε ∧
      energy μ T x y z < energy μ T 1 1 1 := by
  obtain ⟨d, hd, hd1, hd2⟩ : ∃ d : ℝ, 0 < d ∧ d ≤ 1 / 3 ∧ d ≤ ε / 4 :=
    ⟨min (1 / 3) (ε / 4), lt_min (by norm_num) (by linarith), min_le_left _ _, min_le_right _ _⟩
  have ht : 0 < 1 + d := by linarith
  have hx : |1 + d - 1| < ε := by
    rw [abs_lt]
    constructor <;> linarith
  -- the thickness changes by at most twice the in-plane strain
  have hz : |1 / (1 + d) ^ 2 - 1| < ε := by
    have hup : 1 / (1 + d) ^ 2 ≤ 1 := by
      rw [div_le_iff₀ (by positivity)]
      nlinarith
    have hlow : 1 - 2 * d ≤ 1 / (1 + d) ^ 2 := by
      rw [le_div_iff₀ (by positivity)]
      nlinarith [sq_nonneg d, mul_nonneg hd.le (sq_nonneg d)]
    rw [abs_lt]
    constructor <;> linarith
  refine ⟨1 + d, 1 + d, 1 / (1 + d) ^ 2, ⟨ht, ht, by positivity, ?_⟩, hx, hx, hz,
    plate_energy_lt hμ hT (by linarith) (by linarith)⟩
  field_simp
```

The bounds `hup` and `hlow` are those two inequalities. The closing `field_simp` checks that the volume is unchanged.

**Q:** So the equivalence is now assembly?

**A:** Yes, one direction from each half.

```lean
/-- For `μ > 0`, the undeformed incompressible cube under equal dead loads `T` is a strict local
minimum of the energy if and only if `T < 2μ`. -/
theorem undeformed_strict_local_min_iff {μ T : ℝ} (hμ : 0 < μ) :
    UndeformedIsStrictLocalMin μ T ↔ T < 2 * μ := by
  constructor
  · rintro ⟨ε, hε, hmin⟩
    by_contra hT
    obtain ⟨x, y, z, had, hx, hy, hz, hlt⟩ := lower_energy_nearby hμ (not_lt.1 hT) hε
    refine lt_asymm hlt (hmin x y z had hx hy hz ?_)
    rintro ⟨h1, h2, h3⟩
    rw [h1, h2, h3] at hlt
    exact lt_irrefl _ hlt
  · intro hT
    have hgap : 0 < 2 * μ - T := by linarith
    obtain ⟨ε, hε, hε1, hε2⟩ : ∃ ε : ℝ, 0 < ε ∧ ε ≤ 1 / 2 ∧ ε ≤ (2 * μ - T) / (8 * μ) :=
      ⟨min (1 / 2) ((2 * μ - T) / (8 * μ)), lt_min (by norm_num) (by positivity),
        min_le_left _ _, min_le_right _ _⟩
    rw [le_div_iff₀ (by positivity)] at hε2
    refine ⟨ε, hε, fun x y z had hx hy hz hne => ?_⟩
    obtain ⟨hs, hp⟩ := strain_product_bound hε hε1 had.2.2.2 hx hy hz hne
    -- the linear term in the elongation outweighs the cubic term
    have hcub := mul_le_mul_of_nonneg_left (abs_le.1 hp).1 hμ.le
    have hlin : 0 < (2 * μ - T - 4 * μ * ε) * (x + y + z - 3) :=
      mul_pos (by linarith) hs
    have hsq : 0 ≤ μ / 2 * (x + y + z - 3) ^ 2 := by positivity
    have hE := energy_sub_undeformed μ T had.2.2.2
    linarith
```

In the forward direction, suppose the cube is a strict minimum and $T\ge2\mu$. The previous theorem puts a state of lower energy inside the promised box, which is a contradiction. In the reverse direction, `ε` is the minimum chosen earlier. The bound `hcub` limits how negative the cubic term can be, the linear part `hlin` that remains after allowing for it is positive, and the square `hsq` is nonnegative. `linarith` combines these three facts with the exact identity `hE`.

**Q:** Would a weaker notion of stability, allowing neighbours of equal energy, rescue the critical load?

**A:** No, and this neighbouring result comes from the same argument. With $\le$ in place of $<$ in the definition, the threshold is still $T<2\mu$: below it the strict minimum is also a weak one, and from $2\mu$ upwards there are nearby states of strictly lower energy.

**Q:** At exactly $T=2\mu$, does the cube give way in both directions, to plates and to rods?

**A:** Within the family $(t,t,1/t^2)$, only to plates. For a rod, $0<t<1$, the term $-\mu(t^2-1)$ is positive, the load term vanishes and the remaining term is nonnegative. With $\mu=1$ and $t=\frac45$, the rod lies about $0.0357$ above the cube.

```lean
/-- At the load `T = 2μ` with `μ > 0`, every rod `(t, t, 1/t²)` with `0 < t < 1` has higher
energy than the undeformed cube. -/
theorem rod_energy_gt_at_critical_load {μ t : ℝ} (hμ : 0 < μ) (h0 : 0 < t) (h1 : t < 1) :
    energy μ (2 * μ) 1 1 1 < energy μ (2 * μ) t t (1 / t ^ 2) := by
  have hd : 0 < (t - 1) ^ 2 := by nlinarith
  have hpre : 0 < (t - 1) ^ 2 / t ^ 2 := by positivity
  have hquart : 0 ≤ μ * ((t - 1) ^ 2 * (2 * t + 1) ^ 2 / (2 * t ^ 2)) := by positivity
  have hcub : 0 < μ * (1 - t ^ 2) := mul_pos hμ (by nlinarith)
  have hpos := mul_pos hpre
    (show 0 < (2 * μ - 2 * μ) * (2 * t + 1)
      + μ * ((t - 1) ^ 2 * (2 * t + 1) ^ 2 / (2 * t ^ 2)) - μ * (t ^ 2 - 1) by linarith)
  linarith [energy_equibiaxial μ (2 * μ) h0]

end

end IncompressibleCube
```

The proof signs the terms of the bracket separately, with `hquart` for the nonnegative one and `hcub` for the positive one, and then applies the factorised energy difference.

```lean
#print axioms IncompressibleCube.undeformed_strict_local_min_iff
#print axioms IncompressibleCube.rod_energy_gt_at_critical_load
```

```
'IncompressibleCube.undeformed_strict_local_min_iff' depends on axioms: [propext, Classical.choice, Quot.sound]
'IncompressibleCube.rod_energy_gt_at_critical_load' depends on axioms: [propext, Classical.choice, Quot.sound]
```
